# The Coulomb potential at a nucleus, without the nucleus's own term, from the potential on a sphere and the radial density inside

## Charge, potential and units

Use Hartree atomic units. A point nucleus of charge $Z$ sits at the centre of a sphere of radius $R>0$, and $\rho(s)$ is the spherically averaged electron number density at distance $s$. The number of electrons inside radius $r$, and the potential energy that they give to an electron at the centre, are

$$Q(r)=4\pi\int_0^r s^2\rho(s)\,ds,\qquad U(r)=4\pi\int_0^r s\,\rho(s)\,ds .$$

$V(r)$ is the spherical part of the Coulomb potential energy of an electron, so the nucleus contributes $-Z/r$. Charges outside the sphere enter through the boundary value $V(R)$. Gauss's law reads

$$V'(r)=\frac{Z-Q(r)}{r^2},\qquad 0<r\le R,$$

with a one-sided derivative at $R$.

In the LAPW total energy, the electrostatic energy of a nucleus requires the potential at its site without its own term. For a point nucleus and a continuous spherically averaged density, the result below gives it from data in and on the muffin-tin sphere, as the potential energy of an electron. Relative to the zero chosen for $V$, the interaction energy of the nucleus with all other charges is $-Z$ times this value. Half of it is assigned to the nucleus in the total energy, since the other half of each pair interaction is counted with the other charge.

## The limit at the nucleus

If $\rho$ is continuous on $[0,R]$ and $V$ obeys Gauss's law, then

$$\lim_{r\to0^+}\left(V(r)+\frac Zr\right)=V(R)+\frac{Z-Q(R)}{R}+U(R).$$

This is `tendsto_nuclear_site`. In Lean, `enclosedCharge` is $Q$, `centralPotential` is $U$, and `sitePotential ρ Z V R` is the right-hand side. The filter `𝓝[>] 0` expresses the approach to zero from above. `GaussLaw` differentiates within `Ioc 0 R`, the interval $(0,R]$, which makes the derivative at $R$ one-sided.

Gauss's law is a hypothesis on $V$, not derived from a three-dimensional Poisson equation. The exchange-correlation potential is not part of $V$. Continuity of $\rho$ down to $s=0$ allows a nuclear cusp but excludes a density that diverges there, such as that of Dirac $s$ electrons around a point nucleus. Neither $Z$ nor $\rho$ is required to be positive.

## Moving the sphere radius

Let $S(x)=V(x)+(Z-Q(x))/x+U(x)$. For $0<x<R$, the fundamental theorem of calculus gives $Q'(x)=4\pi x^2\rho(x)$ and $U'(x)=4\pi x\rho(x)$. Hence

$$S'(x)=\frac{Z-Q(x)}{x^2}-\frac{4\pi x^2\rho(x)}{x}-\frac{Z-Q(x)}{x^2}+4\pi x\rho(x)=0 .$$

Since $S$ is continuous on $(0,R]$, it follows that $S(r)=S(R)$ for every $r$ in that interval. Therefore

$$V(r)+\frac Zr-S(R)=\frac{Q(r)}r-U(r)=-4\pi\int_0^r s\left(1-\frac sr\right)\rho(s)\,ds .$$

The weight $s(1-s/r)$ is nonnegative for $0\le s\le r$. If $|\rho|\le B$ on $[0,R]$, then

$$\left|V(r)+\frac Zr-S(R)\right|\le4\pi B\left(\frac{r^2}2-\frac{r^2}3\right)=\frac{2\pi}{3}Br^2 .$$

A continuous function on $[0,R]$ has such a bound $B$, and the right-hand side vanishes as $r\to0^+$. This proves the limit.

For a uniform density $n$, the potential $V(r)=c-Z/r-\frac{2\pi}{3}nr^2$, with $c$ a constant, satisfies Gauss's law because $Q(r)=\frac{4\pi}{3}nr^3$. Its site potential is $c$, and its deviation has magnitude $\frac{2\pi}{3}|n|r^2$, so the constant in the bound is the best possible.

## The Lean file

```lean
import Mathlib

open Real Set Filter Topology

namespace LAPWNuclearSitePotential

noncomputable section

/-- Number of electrons inside the sphere of radius `r` for the spherical density `ρ`. -/
def enclosedCharge (ρ : ℝ → ℝ) (r : ℝ) : ℝ := 4 * π * ∫ s in (0 : ℝ)..r, s ^ 2 * ρ s

/-- Potential energy of an electron at the centre due to the density `ρ` inside radius `r`. -/
def centralPotential (ρ : ℝ → ℝ) (r : ℝ) : ℝ := 4 * π * ∫ s in (0 : ℝ)..r, s * ρ s

/-- Gauss's law on `(0, R]` for the potential energy `V` of an electron in the field of a
nucleus of charge `Z` and the density `ρ`: `V'(r) = (Z - Q(r)) / r²`, one-sided at `R`. -/
def GaussLaw (ρ : ℝ → ℝ) (Z R : ℝ) (V : ℝ → ℝ) : Prop :=
  ∀ r ∈ Ioc 0 R, HasDerivWithinAt V ((Z - enclosedCharge ρ r) / r ^ 2) (Ioc 0 R) r

/-- The nuclear-site potential computed from the boundary value `V(R)`, the enclosed charge
and the density inside a sphere of radius `R > 0`. -/
def sitePotential (ρ : ℝ → ℝ) (Z : ℝ) (V : ℝ → ℝ) (R : ℝ) : ℝ :=
  V R + (Z - enclosedCharge ρ R) / R + centralPotential ρ R

/-- The integral from the centre to `r` of a function continuous on `[0, R]` grows at the
rate given by the integrand at `r`, for `0 < r < R`. -/
theorem hasDerivAt_radialIntegral {f : ℝ → ℝ} {R r : ℝ} (hf : ContinuousOn f (Icc 0 R))
    (hr : r ∈ Ioo 0 R) : HasDerivAt (fun x => ∫ s in (0 : ℝ)..x, f s) (f r) r := by
  have hint : IntervalIntegrable f MeasureTheory.volume 0 r :=
    ContinuousOn.intervalIntegrable_of_Icc hr.1.le (hf.mono (Icc_subset_Icc_right hr.2.le))
  exact intervalIntegral.integral_hasDerivAt_right hint
    (ContinuousOn.stronglyMeasurableAtFilter isOpen_Ioo (hf.mono Ioo_subset_Icc_self) r hr)
    (hf.continuousAt (Icc_mem_nhds hr.1 hr.2))

/-- For a density continuous on `[0, R]` and a potential obeying Gauss's law, every sphere
radius `r` in `(0, R]` gives the same nuclear-site potential. -/
theorem sitePotential_radius_independent {ρ V : ℝ → ℝ} {Z R r : ℝ}
    (hρ : ContinuousOn ρ (Icc 0 R)) (hV : GaussLaw ρ Z R V) (hr : r ∈ Ioc 0 R) :
    sitePotential ρ Z V r = sitePotential ρ Z V R := by
  have hR : 0 ≤ R := hr.1.le.trans hr.2
  have h1 : ContinuousOn (fun s => s * ρ s) (Icc 0 R) := continuousOn_id.mul hρ
  have h2 : ContinuousOn (fun s => s ^ 2 * ρ s) (Icc 0 R) := (continuousOn_id.pow 2).mul hρ
  have hsub : Icc r R ⊆ Ioc 0 R := fun x hx => ⟨hr.1.trans_le hx.1, hx.2⟩
  have hprim : ∀ f : ℝ → ℝ, ContinuousOn f (Icc 0 R) →
      ContinuousOn (fun x => 4 * π * ∫ s in (0 : ℝ)..x, f s) (Icc r R) := by
    intro f hf
    have h := intervalIntegral.continuousOn_primitive_interval
      (μ := MeasureTheory.volume) (f := f) (a := 0) (b := R)
      (by rw [uIcc_of_le hR]; exact hf.integrableOn_Icc)
    rw [uIcc_of_le hR] at h
    exact continuousOn_const.mul (h.mono (hsub.trans Ioc_subset_Icc_self))
  have hVc : ContinuousOn V (Icc r R) :=
    fun x hx => (hV x (hsub hx)).continuousWithinAt.mono hsub
  have hc : ContinuousOn (sitePotential ρ Z V) (Icc r R) :=
    (hVc.add ((continuousOn_const.sub (hprim _ h2)).div continuousOn_id
      (fun x hx => (hsub hx).1.ne'))).add (hprim _ h1)
  -- the derivative with respect to the sphere radius vanishes
  have hd : ∀ x ∈ Ico r R, HasDerivWithinAt (sitePotential ρ Z V) 0 (Ici x) x := by
    intro x hx
    have hx0 : 0 < x := hr.1.trans_le hx.1
    have hne : x ≠ 0 := hx0.ne'
    have hVx := (hV x ⟨hx0, hx.2.le⟩).hasDerivAt (Ioc_mem_nhds hx0 hx.2)
    have hQ : HasDerivAt (enclosedCharge ρ) (4 * π * (x ^ 2 * ρ x)) x :=
      (hasDerivAt_radialIntegral h2 ⟨hx0, hx.2⟩).const_mul (4 * π)
    have hU : HasDerivAt (centralPotential ρ) (4 * π * (x * ρ x)) x :=
      (hasDerivAt_radialIntegral h1 ⟨hx0, hx.2⟩).const_mul (4 * π)
    have hq := ((hasDerivAt_const x Z).fun_sub hQ).fun_div (hasDerivAt_id' x) hne
    have hG := (hVx.fun_add hq).fun_add hU
    exact (hG.congr_deriv (by field_simp; ring)).hasDerivWithinAt
  exact (constant_of_has_deriv_right_zero hc hd R ⟨hr.2, le_rfl⟩).symm

/-- Exact deviation of `V(r) + Z/r` from the nuclear-site potential at a radius `r` in
`(0, R]`, for a density continuous on `[0, R]` and a potential obeying Gauss's law. -/
theorem deviation_eq {ρ V : ℝ → ℝ} {Z R r : ℝ}
    (hρ : ContinuousOn ρ (Icc 0 R)) (hV : GaussLaw ρ Z R V) (hr : r ∈ Ioc 0 R) :
    V r + Z / r - sitePotential ρ Z V R =
      -(4 * π * ∫ s in (0 : ℝ)..r, s * (1 - s / r) * ρ s) := by
  have hρr : ContinuousOn ρ (Icc 0 r) := hρ.mono (Icc_subset_Icc_right hr.2)
  have i1 : IntervalIntegrable (fun s => s * ρ s) MeasureTheory.volume 0 r :=
    ContinuousOn.intervalIntegrable_of_Icc hr.1.le (continuousOn_id.mul hρr)
  have i2 : IntervalIntegrable (fun s => s ^ 2 * ρ s) MeasureTheory.volume 0 r :=
    ContinuousOn.intervalIntegrable_of_Icc hr.1.le ((continuousOn_id.pow 2).mul hρr)
  have split : ∫ s in (0 : ℝ)..r, s * (1 - s / r) * ρ s =
      (∫ s in (0 : ℝ)..r, s * ρ s) - 1 / r * ∫ s in (0 : ℝ)..r, s ^ 2 * ρ s := by
    rw [← intervalIntegral.integral_const_mul,
      ← intervalIntegral.integral_sub i1 (i2.const_mul _)]
    apply intervalIntegral.integral_congr
    intro s _
    show s * (1 - s / r) * ρ s = s * ρ s - 1 / r * (s ^ 2 * ρ s)
    ring
  rw [split, ← sitePotential_radius_independent hρ hV hr]
  unfold sitePotential enclosedCharge centralPotential
  ring

/-- If the continuous density is bounded by `B` on `[0, R]` and Gauss's law holds, then `V(r) + Z/r`
differs from the nuclear-site potential by at most `(2π/3) B r²` for every `r` in `(0, R]`. -/
theorem deviation_le {ρ V : ℝ → ℝ} {Z R r B : ℝ}
    (hρ : ContinuousOn ρ (Icc 0 R)) (hV : GaussLaw ρ Z R V) (hr : r ∈ Ioc 0 R)
    (hB : ∀ s ∈ Icc 0 R, |ρ s| ≤ B) :
    |V r + Z / r - sitePotential ρ Z V R| ≤ 2 * π / 3 * B * r ^ 2 := by
  have hne : r ≠ 0 := hr.1.ne'
  have hbound : ‖∫ s in (0 : ℝ)..r, s * (1 - s / r) * ρ s‖ ≤
      ∫ s in (0 : ℝ)..r, (B * s - B / r * s ^ 2) := by
    apply intervalIntegral.norm_integral_le_of_norm_le hr.1.le
    · refine Eventually.of_forall fun s hs => ?_
      have hw : 0 ≤ s * (1 - s / r) :=
        mul_nonneg hs.1.le (sub_nonneg.2 ((div_le_one hr.1).2 hs.2))
      rw [Real.norm_eq_abs, abs_mul, abs_of_nonneg hw]
      calc s * (1 - s / r) * |ρ s| ≤ s * (1 - s / r) * B :=
            mul_le_mul_of_nonneg_left (hB s ⟨hs.1.le, hs.2.trans hr.2⟩) hw
        _ = B * s - B / r * s ^ 2 := by ring
    · exact Continuous.intervalIntegrable (by fun_prop) _ _
  have hval : ∫ s in (0 : ℝ)..r, (B * s - B / r * s ^ 2) = B * r ^ 2 / 6 := by
    rw [intervalIntegral.integral_sub (Continuous.intervalIntegrable (by fun_prop) _ _)
      (Continuous.intervalIntegrable (by fun_prop) _ _),
      intervalIntegral.integral_const_mul, intervalIntegral.integral_const_mul,
      integral_id, integral_pow]
    push_cast
    field_simp
    ring
  rw [hval, Real.norm_eq_abs] at hbound
  have hpi : 0 < 4 * π := by positivity
  rw [deviation_eq hρ hV hr, abs_neg, abs_mul, abs_of_pos hpi]
  calc _ ≤ 4 * π * (B * r ^ 2 / 6) := mul_le_mul_of_nonneg_left hbound hpi.le
    _ = 2 * π / 3 * B * r ^ 2 := by ring

/-- For `R > 0`, a density continuous on `[0, R]` and a potential obeying Gauss's law, removing the
nuclear term `-Z/r` leaves a finite limit at the nucleus, given by the potential on the sphere, the
enclosed charge and the integral of `s ρ(s)`. -/
theorem tendsto_nuclear_site {ρ V : ℝ → ℝ} {Z R : ℝ} (hR : 0 < R)
    (hρ : ContinuousOn ρ (Icc 0 R)) (hV : GaussLaw ρ Z R V) :
    Tendsto (fun r => V r + Z / r) (𝓝[>] 0)
      (𝓝 (V R + (Z - enclosedCharge ρ R) / R + 4 * π * ∫ s in (0 : ℝ)..R, s * ρ s)) := by
  change Tendsto _ _ (𝓝 (sitePotential ρ Z V R))
  obtain ⟨B, hB⟩ := isCompact_Icc.exists_bound_of_continuousOn hρ
  have hcont : Continuous fun r : ℝ => 2 * π / 3 * B * r ^ 2 := by fun_prop
  -- squeeze the deviation by its quadratic bound
  rw [tendsto_iff_norm_sub_tendsto_zero]
  refine squeeze_zero' (Eventually.of_forall fun r => norm_nonneg _) ?_
    ((hcont.tendsto' 0 0 (by simp)).mono_left nhdsWithin_le_nhds)
  filter_upwards [Ioc_mem_nhdsGT hR] with r hr
  exact deviation_le hρ hV hr hB

/-- Potential energy of an electron in a uniform density `n` around a nucleus of charge `Z`,
with additive constant `c`, at `r > 0`. -/
def uniformPotential (n Z c r : ℝ) : ℝ := c - Z / r - 2 * π / 3 * n * r ^ 2

/-- The uniform density with its explicit potential obeys Gauss's law, has nuclear-site
potential `c`, and at every radius `r > 0` attains the quadratic bound on the deviation,
written here multiplied by `r`. -/
theorem uniform_witness (n Z c : ℝ) {R : ℝ} (hR : 0 < R) :
    GaussLaw (fun _ => n) Z R (uniformPotential n Z c) ∧
    sitePotential (fun _ => n) Z (uniformPotential n Z c) R = c ∧
    ∀ r, 0 < r → |r * (uniformPotential n Z c r - c) + Z| = 2 * π / 3 * |n| * r ^ 3 := by
  have hQ : ∀ r, enclosedCharge (fun _ => n) r = 4 * π / 3 * n * r ^ 3 := by
    intro r
    unfold enclosedCharge
    rw [intervalIntegral.integral_mul_const, integral_pow]
    push_cast
    ring
  have hU : centralPotential (fun _ => n) R = 2 * π * n * R ^ 2 := by
    unfold centralPotential
    rw [intervalIntegral.integral_mul_const, integral_id]
    ring
  refine ⟨fun r hr => ?_, ?_, fun r hr => ?_⟩
  · have hne : r ≠ 0 := hr.1.ne'
    have hp : HasDerivAt (fun x : ℝ => 2 * π / 3 * n * x ^ 2) (2 * π / 3 * n * (2 * r)) r :=
      ((hasDerivAt_pow 2 r).const_mul _).congr_deriv (by norm_num)
    have hz := (hasDerivAt_const r Z).fun_div (hasDerivAt_id' r) hne
    have h := ((hasDerivAt_const r c).fun_sub hz).fun_sub hp
    rw [hQ]
    exact (h.congr_deriv (by field_simp; ring)).hasDerivWithinAt
  · have hne : R ≠ 0 := hR.ne'
    unfold sitePotential uniformPotential
    rw [hQ, hU]
    field_simp
    ring
  · have hne : r ≠ 0 := hr.ne'
    have hz : r * (Z / r) = Z := by field_simp
    have e : r * (uniformPotential n Z c r - c) + Z = -(2 * π / 3 * n * r ^ 3) := by
      unfold uniformPotential
      linear_combination -hz
    have hpi : 0 < 2 * π / 3 := by positivity
    rw [e, abs_neg, abs_mul, abs_mul, abs_of_pos hpi, abs_of_pos (pow_pos hr 3)]

end

end LAPWNuclearSitePotential
```

```lean
#print axioms LAPWNuclearSitePotential.tendsto_nuclear_site
```

```
'LAPWNuclearSitePotential.tendsto_nuclear_site' depends on axioms: [propext, Classical.choice, Quot.sound]
```

## From zero derivative to the squeeze

`hasDerivAt_radialIntegral` supplies the derivatives of both radial integrals at interior points. In `sitePotential_radius_independent`, `hc` establishes continuity of $S$ on $[r,R]$, and `hd` combines the derivatives; `field_simp` and `ring` perform the cancellation shown above. The lemma `constant_of_has_deriv_right_zero` needs a zero right derivative only on $[r,R)$, so continuity suffices at the outer endpoint.

`deviation_eq` splits the weighted integral into $U(r)$ and $Q(r)/r$, then replaces $S(R)$ by $S(r)$. In `deviation_le`, `hbound` uses the sign of the weight to compare the integrals, and `hval` evaluates the comparison integral as $Br^2/6$.

`tendsto_nuclear_site` obtains $B$ from compactness and applies `squeeze_zero'` to the deviation. The bound is needed only for $r$ in $(0,R]$, which `filter_upwards` selects near zero.

Finally, `uniform_witness` checks Gauss's law, the site value $c$ and equality in the bound for the uniform density. It states the equality multiplied by $r$, which is why $r^3$ appears there.
